# A bound on the no-pair MP2 energy lost to a virtual-spinor cutoff

For a canonical Dirac–Hartree–Fock reference, let $i,j$ label the occupied spinors and $a,b$ the positive-energy virtual spinors, with real energies $\varepsilon$ counted from the electron's rest energy $mc^2$. With antisymmetrized integrals $g_{ijab}$, the no-pair MP2 correlation energy, called the MP2 energy below, is

$$E=-\frac14\sum_{ijab}\frac{|g_{ijab}|^2}{\varepsilon_a+\varepsilon_b-\varepsilon_i-\varepsilon_j}.$$

All sums run over ordered pairs, so the factor $1/4$ compensates for counting both orders of $i,j$ and of $a,b$. A cutoff $T$ deletes every virtual with energy above $T$; the remaining energies and integrals stay fixed.

```lean
import Mathlib

open Finset

namespace NoPairMP2Truncation

noncomputable section

variable {O V : Type*} [Fintype O]
```

The types `O` and `V` hold the labels of the occupied and virtual spinors. Both sets are finite, as in a finite-basis calculation; finiteness of `V` is declared further down.

## Energy and weight of a set of pairs

```lean
/-- The no-pair MP2 energy carried by a set `P` of pairs of virtual spinors, for occupied energies
`eo`, virtual energies `ev` and antisymmetrized integrals `g i j a b`. It has this meaning only if
the denominators `ev a + ev b - eo i - eo j` are nonzero; Lean sets `x / 0 = 0`. -/
def mp2 (eo : O → ℝ) (ev : V → ℝ) (g : O → O → V → V → ℂ) (P : Finset (V × V)) : ℝ :=
  -(1 / 4) * ∑ i, ∑ j, ∑ p ∈ P,
    ‖g i j p.1 p.2‖ ^ 2 / (ev p.1 + ev p.2 - eo i - eo j)
```

Here `eo i` is $\varepsilon_i$, `ev a` is $\varepsilon_a$, and a pair `p` is $(a,b)$, with components `p.1` and `p.2`. For a set $P$ of virtual pairs, `mp2` is the part $E(P)$ of the energy that comes from pairs in $P$. The full and truncated energies are thus one function evaluated on two sets.

"No-pair" enters through the choice of `V`: negative-energy spinors are simply absent. The array `g` may be any complex array, and its antisymmetry is never used in the bounds.

```lean
/-- The sum of `|g i j a b|²` over all occupied `i`, `j` and all virtual pairs in `P`. -/
def weight (g : O → O → V → V → ℂ) (P : Finset (V × V)) : ℝ :=
  ∑ i, ∑ j, ∑ p ∈ P, ‖g i j p.1 p.2‖ ^ 2
```

This is $W(P)=\sum_{ij}\sum_{(a,b)\in P}|g_{ijab}|^2$, the numerators without their denominators.

```lean
/-- The MP2 energy is additive over disjoint sets of virtual pairs. -/
theorem mp2_union [DecidableEq V] (eo : O → ℝ) (ev : V → ℝ) (g : O → O → V → V → ℂ)
    {P Q : Finset (V × V)} (hPQ : Disjoint P Q) :
    mp2 eo ev g (P ∪ Q) = mp2 eo ev g P + mp2 eo ev g Q := by
  unfold mp2
  simp only [Finset.sum_union hPQ, Finset.sum_add_distrib]
  ring
```

In a Lean theorem, the hypotheses stand before the final colon, the claim after it, and the proof after `:=`. This one says $E(P\cup Q)=E(P)+E(Q)$ when $P$ and $Q$ share no pair. The proof splits the inner sum with `Finset.sum_union`, and `ring` does the remaining algebra.

```lean
/-- If every energy denominator on a set of virtual pairs is at least `D > 0`, the MP2 energy
of these pairs is lower than zero by at most their weight divided by `4 D`. -/
theorem neg_mp2_le {eo : O → ℝ} {ev : V → ℝ} (g : O → O → V → V → ℂ)
    {P : Finset (V × V)} {D : ℝ} (hD : 0 < D)
    (hgap : ∀ i j, ∀ p ∈ P, D ≤ ev p.1 + ev p.2 - eo i - eo j) :
    -mp2 eo ev g P ≤ weight g P / (4 * D) := by
  have key : ∑ i, ∑ j, ∑ p ∈ P, ‖g i j p.1 p.2‖ ^ 2 / (ev p.1 + ev p.2 - eo i - eo j)
      ≤ weight g P / D := by
    unfold weight
    simp only [Finset.sum_div]
    exact Finset.sum_le_sum fun i _ => Finset.sum_le_sum fun j _ =>
      Finset.sum_le_sum fun p hp =>
        div_le_div_of_nonneg_left (sq_nonneg _) hD (hgap i j p hp)
  have e : weight g P / (4 * D) = 1 / 4 * (weight g P / D) := by ring
  rw [e]
  unfold mp2
  linarith
```

Suppose every denominator on $P$ is at least $D>0$. Then each term satisfies

$$\frac{|g_{ijab}|^2}{\varepsilon_a+\varepsilon_b-\varepsilon_i-\varepsilon_j}\le\frac{|g_{ijab}|^2}{D}.$$

Summing and multiplying by $1/4$ gives $-E(P)\le W(P)/(4D)$. The step `key` is the summed inequality: `Finset.sum_le_sum` is applied once for each of the three sums, and `div_le_div_of_nonneg_left` compares single terms.

## What the cutoff keeps and deletes

```lean
variable [Fintype V]

/-- The virtual pairs that survive the cutoff: both energies are at most `T`. -/
def keptPairs (ev : V → ℝ) (T : ℝ) : Finset (V × V) :=
  univ.filter fun p => ev p.1 ≤ T ∧ ev p.2 ≤ T
```

A pair is kept if both energies are at most $T$. The word `univ` means the set of all pairs.

```lean
/-- The virtual pairs lost by the cutoff: at least one energy lies above `T`. -/
def deletedPairs (ev : V → ℝ) (T : ℝ) : Finset (V × V) :=
  univ.filter fun p => T < ev p.1 ∨ T < ev p.2
```

A pair is deleted if at least one energy exceeds $T$. It may therefore contain a virtual that itself survives the cutoff.

```lean
/-- The virtual pairs with exactly one energy above `T`. -/
def singlyDeleted (ev : V → ℝ) (T : ℝ) : Finset (V × V) :=
  univ.filter fun p => (T < ev p.1 ∧ ev p.2 ≤ T) ∨ (ev p.1 ≤ T ∧ T < ev p.2)
```

These are the deleted pairs with one virtual above $T$ and one at or below it.

```lean
/-- The virtual pairs with both energies above `T`. -/
def doublyDeleted (ev : V → ℝ) (T : ℝ) : Finset (V × V) :=
  univ.filter fun p => T < ev p.1 ∧ T < ev p.2
```

These are the deleted pairs with both virtuals above $T$.

```lean
/-- The change of the MP2 energy on deleting the virtuals above `T` is minus the energy of
the deleted pairs. -/
theorem truncation_error_eq (eo : O → ℝ) (ev : V → ℝ) (g : O → O → V → V → ℂ) (T : ℝ) :
    mp2 eo ev g (keptPairs ev T) - mp2 eo ev g univ = -mp2 eo ev g (deletedPairs ev T) := by
  classical
  have hd : Disjoint (keptPairs ev T) (deletedPairs ev T) := by
    refine Finset.disjoint_left.2 fun p hp hq => ?_
    simp only [keptPairs, deletedPairs, mem_filter, mem_univ, true_and] at hp hq
    rcases hq with h | h
    · linarith [hp.1]
    · linarith [hp.2]
  have hu : keptPairs ev T ∪ deletedPairs ev T = univ := by
    ext p
    simp only [keptPairs, deletedPairs, mem_union, mem_filter, mem_univ, true_and, iff_true]
    rcases le_or_gt (ev p.1) T with h1 | h1 <;> rcases le_or_gt (ev p.2) T with h2 | h2 <;>
      tauto
  rw [← hu, mp2_union eo ev g hd]
  ring
```

Every pair is either kept or deleted, never both. Additivity gives $E_{\text{all}}=E_{\text{kept}}+E_{\text{del}}$, hence

$$E_{\text{kept}}-E_{\text{all}}=-E_{\text{del}}.$$

In the proof, `hd` says that the two sets are disjoint and `hu` that together they contain all pairs.

## The bound

```lean
/-- Let occupied energies be at most `h`, virtual energies at least `u > h`, and `T ≥ u`.
Deleting the virtuals above `T` does not lower the no-pair MP2 energy, and raises it by at most
the deleted sum of `|g i j a b|²` divided by `4 (T + u - 2 h)`. -/
theorem truncation_error_bound {eo : O → ℝ} {ev : V → ℝ} (g : O → O → V → V → ℂ)
    {h u T : ℝ} (ho : ∀ i, eo i ≤ h) (hv : ∀ a, u ≤ ev a) (hu : h < u) (hT : u ≤ T) :
    0 ≤ mp2 eo ev g (keptPairs ev T) - mp2 eo ev g univ ∧
    mp2 eo ev g (keptPairs ev T) - mp2 eo ev g univ
      ≤ weight g (deletedPairs ev T) / (4 * (T + u - 2 * h)) := by
  have hD : 0 < T + u - 2 * h := by linarith
  -- one virtual of a deleted pair lies above `T`, the other is at least `u`
  have hgap : ∀ i j, ∀ p ∈ deletedPairs ev T,
      T + u - 2 * h ≤ ev p.1 + ev p.2 - eo i - eo j := by
    intro i j p hp
    simp only [deletedPairs, mem_filter, mem_univ, true_and] at hp
    rcases hp with hp | hp
    · linarith [ho i, ho j, hv p.2]
    · linarith [ho i, ho j, hv p.1]
  rw [truncation_error_eq]
  refine ⟨?_, neg_mp2_le g hD hgap⟩
  have hs : 0 ≤ ∑ i, ∑ j, ∑ p ∈ deletedPairs ev T,
      ‖g i j p.1 p.2‖ ^ 2 / (ev p.1 + ev p.2 - eo i - eo j) :=
    Finset.sum_nonneg fun i _ => Finset.sum_nonneg fun j _ => Finset.sum_nonneg fun p hp =>
      div_nonneg (sq_nonneg _) (hD.le.trans (hgap i j p hp))
  unfold mp2
  linarith
```

The hypotheses read $\varepsilon_i\le h$ for all occupied spinors (`ho`), $\varepsilon_a\ge u$ for all virtuals (`hv`), $h<u$ (`hu`) and $u\le T$ (`hT`). The gap $u-h>0$ is assumed, not derived from a Dirac–Coulomb calculation. The conclusion, joined by `∧` ("and"), is

$$0\le E_{\text{kept}}-E_{\text{all}}\le\frac{W_{\text{del}}}{4(T+u-2h)}.$$

By hand, take a deleted pair with, say, $\varepsilon_a>T$. The other virtual has $\varepsilon_b\ge u$, and $-\varepsilon_i-\varepsilon_j\ge-2h$, so

$$\varepsilon_a+\varepsilon_b-\varepsilon_i-\varepsilon_j\ge T+u-2h>0.$$

The case $\varepsilon_b>T$ is the same with $a$ and $b$ exchanged. Every deleted term is therefore nonnegative before the prefactor $-1/4$, which gives the lower bound. The upper bound is the previous estimate with $D=T+u-2h$.

In Lean, `hD` is the positivity of $D$ and `hgap` the denominator estimate. There `rcases` separates the two cases and `linarith` adds the inequalities.

```lean
/-- Let occupied energies be at most `h`, virtual energies at least `u > h`, and `T ≥ u`. Deleting
the virtuals above `T` raises the no-pair MP2 energy by at most the weight of the pairs with exactly
one virtual above `T` divided by `4 (T + u - 2 h)`, plus the weight of the pairs with both above `T`
divided by `4 (2 T - 2 h)`. -/
theorem truncation_error_refined {eo : O → ℝ} {ev : V → ℝ} (g : O → O → V → V → ℂ)
    {h u T : ℝ} (ho : ∀ i, eo i ≤ h) (hv : ∀ a, u ≤ ev a) (hu : h < u) (hT : u ≤ T) :
    mp2 eo ev g (keptPairs ev T) - mp2 eo ev g univ
      ≤ weight g (singlyDeleted ev T) / (4 * (T + u - 2 * h))
        + weight g (doublyDeleted ev T) / (4 * (2 * T - 2 * h)) := by
  classical
  have hd : Disjoint (singlyDeleted ev T) (doublyDeleted ev T) := by
    refine Finset.disjoint_left.2 fun p hp hq => ?_
    simp only [singlyDeleted, doublyDeleted, mem_filter, mem_univ, true_and] at hp hq
    rcases hp with hp | hp
    · linarith [hp.2, hq.2]
    · linarith [hp.1, hq.1]
  have hs : deletedPairs ev T = singlyDeleted ev T ∪ doublyDeleted ev T := by
    ext p
    simp only [deletedPairs, singlyDeleted, doublyDeleted, mem_union, mem_filter, mem_univ,
      true_and]
    have h1 := le_or_gt (ev p.1) T
    have h2 := le_or_gt (ev p.2) T
    tauto
  have b1 : -mp2 eo ev g (singlyDeleted ev T)
      ≤ weight g (singlyDeleted ev T) / (4 * (T + u - 2 * h)) := by
    refine neg_mp2_le g (by linarith) fun i j p hp => ?_
    simp only [singlyDeleted, mem_filter, mem_univ, true_and] at hp
    rcases hp with hp | hp
    · linarith [ho i, ho j, hv p.2, hp.1]
    · linarith [ho i, ho j, hv p.1, hp.2]
  have b2 : -mp2 eo ev g (doublyDeleted ev T)
      ≤ weight g (doublyDeleted ev T) / (4 * (2 * T - 2 * h)) := by
    refine neg_mp2_le g (by linarith) fun i j p hp => ?_
    simp only [doublyDeleted, mem_filter, mem_univ, true_and] at hp
    linarith [ho i, ho j, hp.1, hp.2]
  rw [truncation_error_eq, hs, mp2_union eo ev g hd]
  linarith
```

If both virtuals lie above $T$, the denominator is at least $2T-2h$. Writing $W_1$ and $W_2$ for the weights of singly and doubly deleted pairs,

$$E_{\text{kept}}-E_{\text{all}}\le\frac{W_1}{4(T+u-2h)}+\frac{W_2}{4(2T-2h)}.$$

The proof splits the deleted set in two (`hd`, `hs`), bounds each part (`b1`, `b2`) and adds the results. Since $T\ge u$, this is never weaker than the first bound.

## Why the constant is the best possible

```lean
/-- Integrals of a model with two occupied and two virtual spinors, antisymmetric in the
occupied and in the virtual indices. -/
def modelG (i j a b : Fin 2) : ℂ :=
  (!![0, 1; -1, 0] : Matrix (Fin 2) (Fin 2) ℂ) i j *
    (!![0, 1; -1, 0] : Matrix (Fin 2) (Fin 2) ℂ) a b
```

The notation `!![0, 1; -1, 0]` is a $2\times2$ matrix, and `Fin 2` has the labels 0 and 1. Thus $|g_{ijab}|=1$ when $i\ne j$ and $a\ne b$, and $g_{ijab}=0$ otherwise.

```lean
/-- For `h < u ≤ T`, the constant `T + u - 2 h` in the bound cannot be replaced by any larger
`D`: the model with both occupied energies `h` and virtual energies `u` and some `e > T`
violates the resulting bound. -/
theorem truncation_bound_sharp {h u T D : ℝ} (hu : h < u) (hT : u ≤ T)
    (hD : T + u - 2 * h < D) :
    ∃ e, T < e ∧
      weight modelG (deletedPairs ![u, e] T) / (4 * D)
        < mp2 (fun _ => h) ![u, e] modelG (keptPairs ![u, e] T)
          - mp2 (fun _ => h) ![u, e] modelG univ := by
  obtain ⟨e, he, heD⟩ := exists_between (show T < D - u + 2 * h by linarith)
  refine ⟨e, he, ?_⟩
  have hdel : deletedPairs ![u, e] T = {(0, 1), (1, 0), (1, 1)} := by
    ext ⟨a, b⟩
    fin_cases a <;> fin_cases b <;> simp [deletedPairs, he, hT]
  have hW : weight modelG (deletedPairs ![u, e] T) = 4 := by
    rw [hdel]
    norm_num [weight, modelG, Fin.sum_univ_two]
  have hE : mp2 (fun _ => h) ![u, e] modelG (deletedPairs ![u, e] T)
      = -(1 / (e + u - 2 * h)) := by
    rw [hdel]
    simp [mp2, modelG, Fin.sum_univ_two]
    ring
  -- the error is `1 / (e + u - 2 h)`, with a denominator below `D`
  rw [truncation_error_eq, hW, hE, neg_neg, show 4 / (4 * D) = 1 / D by ring]
  exact one_div_lt_one_div_of_lt (by linarith) (by linarith)

end

end NoPairMP2Truncation
```

Suppose someone proposes a constant $D>T+u-2h$. Choose $e$ with $T<e<D-u+2h$, give both occupied spinors energy $h$, and give the virtuals energies $u$ and $e$, written `![u, e]`. The deleted pairs are $(0,1)$, $(1,0)$ and $(1,1)$. The last has zero integrals, so $W_{\text{del}}=4$ and

$$E_{\text{kept}}-E_{\text{all}}=\frac1{e+u-2h}>\frac1D=\frac{W_{\text{del}}}{4D}.$$

The proposed bound fails. In the proof, `exists_between` supplies $e$, while `hdel`, `hW` and `hE` compute the deleted set, its weight and its energy. This excludes a larger constant valid for all energies and integrals that meet the hypotheses with the given $h,u,T$; a particular spectrum may still allow one. The model is algebraic: its integrals are chosen, not computed from spinors, and its two virtuals are not degenerate, whereas a closed-shell calculation with time-reversal symmetry gives degenerate Kramers pairs.

## The cutoff in a four-component calculation

After a Dirac–Hartree–Fock calculation, virtual spinors above a chosen energy can be left out of the integral transformation before the correlation step. The theorem bounds the resulting MP2 error within the given finite basis and with fixed spinors; it does not address basis-set incompleteness or higher-order correlation.

For illustration, take $h=-0.5$, $u=0.1$ and $T=20$ hartree. Then $4(T+u-2h)=84.4$ hartree, and a deleted weight of $0.01$ hartree² allows an error of at most about $1.2\times10^{-4}$ hartree. The weight involves the very integrals that the truncation avoids, so using the bound in this way requires a separate estimate of it.

The statement could also have kept the individual occupied energies, replacing $2h$ by $\varepsilon_i+\varepsilon_j$ inside the sum. That would give a tighter estimate when deep core spinors are correlated, but evaluating it would take the weight of each occupied pair instead of a single total weight.

```lean
#print axioms NoPairMP2Truncation.truncation_error_bound
-- 'NoPairMP2Truncation.truncation_error_bound' depends on axioms: [propext, Classical.choice, Quot.sound]
#print axioms NoPairMP2Truncation.truncation_error_refined
-- 'NoPairMP2Truncation.truncation_error_refined' depends on axioms: [propext, Classical.choice, Quot.sound]
#print axioms NoPairMP2Truncation.truncation_bound_sharp
-- 'NoPairMP2Truncation.truncation_bound_sharp' depends on axioms: [propext, Classical.choice, Quot.sound]
```
